# Geometric decay of Chebyshev coefficients on a Bernstein ellipse

Take $f(w)=w$, whose first Chebyshev coefficient is $a_1=\frac1\pi\int_0^{2\pi}\cos^2 t\,dt=1$. Put $J(z)=(z+1/z)/2$, so that $J(e^{it})=\cos t$. On a circle $|z|=r$ of any radius $r>0$,
$$\oint z^{-2}J(z)\,dz=\tfrac12\oint z^{-1}dz+\tfrac12\oint z^{-3}dz=\pi i=\pi i\,a_1 .$$
The value does not depend on $r$, so it may be estimated on a larger circle $r=\rho>1$. If $|J(z)|\le M$ there, length times maximum gives $\pi|a_1|\le 2\pi\rho\cdot\rho^{-2}M$, that is $|a_1|\le 2M/\rho$. With $M=(\rho+1/\rho)/2$ this reads $1\le 1+\rho^{-2}$. The general proof has the same three steps: coefficient as contour integral, larger contour, estimate.

## Definitions

```lean
import Mathlib

open Complex Metric
open scoped Real

namespace BernsteinEllipse

noncomputable section
```

The Joukowski map $J$ is `joukowski`.

```lean
/-- The Joukowski map `z ↦ (z + 1/z)/2`. -/
def joukowski (z : ℂ) : ℂ := (z + z⁻¹) / 2
```

For real $\rho$, the set $E_\rho$, `ellipse ρ`, is the image under $J$ of the closed annulus $1\le|z|\le\rho$; the modulus $|z|$ is written `‖z‖`.

```lean
/-- The filled Bernstein ellipse: the Joukowski image of the annulus `1 ≤ |z| ≤ ρ`. -/
def ellipse (ρ : ℝ) : Set ℂ := joukowski '' {z | 1 ≤ ‖z‖ ∧ ‖z‖ ≤ ρ}
```

For $f:\mathbb C\to\mathbb C$ and $n=0,1,2,\dots$ the coefficient `chebCoeff f n` is
$$a_n=\frac1\pi\int_0^{2\pi}f(\cos t)\cos(nt)\,dt ,$$
with $t$ real and `cos` the complex cosine. The prefactor is $1/\pi$ also at $n=0$, which is the convention in which the series is written $a_0/2+\sum_{n\ge1}a_nT_n$, $T_n$ being the Chebyshev polynomial of the first kind.

```lean
/-- The Chebyshev coefficient `a_n = (1/π) ∫₀^{2π} f(cos t) cos(nt) dt`. -/
def chebCoeff (f : ℂ → ℂ) (n : ℕ) : ℂ :=
  1 / π * ∫ t in (0 : ℝ)..2 * π, f (cos t) * cos (n * t)
```

Such coefficients arise when a function of a Hamiltonian, with its spectrum rescaled into $[-1,1]$, is expanded in Chebyshev polynomials of it, as for a resolvent or a Fermi function; the results below concern the coefficients of a scalar function of one variable, and no operator appears in them.

## (a) The shape of the ellipse

*Task.* Show $J(e^{s+it})=\cosh s\cos t+i\sinh s\sin t$ for complex $s,t$.

*Solution.* With $u=s+it$, $J(e^u)=(e^u+e^{-u})/2=\cosh u$. The addition formula, with $\cosh(it)=\cos t$ and $\sinh(it)=i\sin t$, gives the claim. For real $s>0$ and real $t$ the circle $|z|=e^s$ thus goes to an ellipse of semi-axes $\cosh s$ and $\sinh s$ with foci $\pm1$, and $0\le s\le\ln\rho$ sweeps out $E_\rho$. Lean starts from `two_cosh`, rewrites with `cosh_add`, `cosh_mul_I` and `sinh_mul_I`, and divides by two.

```lean
/-- The Joukowski map sends `e^{s+it}` to `cosh s cos t + i sinh s sin t`. -/
theorem joukowski_exp (s t : ℂ) :
    joukowski (exp (s + t * I)) = cosh s * cos t + sinh s * sin t * I := by
  rw [joukowski, ← exp_neg]
  have h := two_cosh (s + t * I)
  rw [cosh_add, cosh_mul_I, sinh_mul_I] at h
  linear_combination (-1 / 2) * h
```

## (b) The unit circle

*Task.* Show $J(e^{i\theta})=\cos\theta$ for complex $\theta$.

*Solution.* Set $s=0$, $t=\theta$ in (a). For real $\theta$ the unit circle covers $[-1,1]$ twice.

```lean
/-- The Joukowski map sends `e^{iθ}` to `cos θ`. -/
theorem joukowski_exp_mul_I (θ : ℂ) : joukowski (exp (θ * I)) = cos θ := by
  simpa using joukowski_exp 0 θ
```

## (c) The coefficient as a contour integral

*Task.* For $t\mapsto f(\cos t)$ continuous, show $\oint_{|z|=1}z^{-(n+1)}f(J z)\,dz=\pi i\,a_n$, the circle being run once anticlockwise.

*Solution.* Let $S=\int_0^{2\pi}f(\cos t)\sin(nt)\,dt$. The substitution $t\to2\pi-t$ maps the interval to itself, keeps $\cos t$ and reverses the sign of $\sin(nt)$, so $S=-S$ and $S=0$. On $z=e^{it}$, $dz=ie^{it}dt$, and by (b)
$$z^{-(n+1)}f(Jz)\,dz=i e^{-int}f(\cos t)\,dt=\bigl[i f(\cos t)\cos(nt)+f(\cos t)\sin(nt)\bigr]dt .$$
Integration gives $i\pi a_n+S=\pi i\,a_n$. In Lean `C(0, 1)` is the unit circle, `hsin` is $S=0$ and `key` is the displayed integrand. Continuity enters through `c1` and `c2`, which allow the integral of the sum to be split.

```lean
/-- If `f(cos t)` is continuous, the integral of `z^{-(n+1)} f(J z)` round the unit circle
equals `πi a_n`. -/
theorem contour_eq_coeff (f : ℂ → ℂ) (hf : Continuous fun t : ℝ => f (cos t)) (n : ℕ) :
    (∮ z in C(0, 1), z⁻¹ ^ (n + 1) * f (joukowski z)) = π * I * chebCoeff f n := by
  -- the reflection t ↦ 2π - t kills the sine part
  have hsin : ∫ t in (0 : ℝ)..2 * π, f (cos t) * sin (n * t) = 0 := by
    have h := intervalIntegral.integral_comp_sub_left (a := 0) (b := 2 * π)
      (fun t : ℝ => f (cos t) * sin (n * t)) (2 * π)
    have e : ∀ t : ℝ, f (cos ((2 * π - t : ℝ) : ℂ)) * sin (n * ((2 * π - t : ℝ) : ℂ))
        = -(f (cos t) * sin (n * t)) := by
      intro t
      push_cast
      rw [cos_two_pi_sub, mul_sub, sin_nat_mul_two_pi_sub, mul_neg]
    simp only [e, intervalIntegral.integral_neg, sub_self, sub_zero] at h
    linear_combination (-1 / 2) * h
  -- the integrand on z = e^{it}
  have key : ∀ t : ℝ, deriv (circleMap 0 1) t •
      ((circleMap 0 1 t)⁻¹ ^ (n + 1) * f (joukowski (circleMap 0 1 t)))
      = I * (f (cos t) * cos (n * t)) + f (cos t) * sin (n * t) := by
    intro t
    have e : circleMap 0 1 t = exp (t * I) := by simp [circleMap]
    have h1 : exp (t * I) * (exp (t * I))⁻¹ = 1 := mul_inv_cancel₀ (exp_ne_zero _)
    have h2 : (exp (t * I))⁻¹ ^ n = cos (n * t) - sin (n * t) * I := by
      rw [← exp_neg, ← exp_nat_mul, show (n : ℂ) * -(t * I) = (-(n * t)) * I by ring,
        exp_mul_I, cos_neg, sin_neg]
      ring
    rw [deriv_circleMap, e, joukowski_exp_mul_I, smul_eq_mul, pow_succ, h2]
    linear_combination (I * (cos (n * t) - sin (n * t) * I) * f (cos t)) * h1
      - (f (cos t) * sin (n * t)) * I_sq
  have h : (∮ z in C(0, 1), z⁻¹ ^ (n + 1) * f (joukowski z))
      = ∫ t in (0 : ℝ)..2 * π, (I * (f (cos t) * cos (n * t)) + f (cos t) * sin (n * t)) := by
    unfold circleIntegral
    exact intervalIntegral.integral_congr fun t _ => key t
  have c1 : Continuous fun t : ℝ => I * (f (cos t) * cos (n * t)) :=
    continuous_const.mul (hf.mul (by fun_prop))
  have c2 : Continuous fun t : ℝ => f (cos t) * sin (n * t) := hf.mul (by fun_prop)
  have hπ : (π : ℂ) ≠ 0 := ofReal_ne_zero.2 Real.pi_ne_zero
  have alg : ∀ X : ℂ, I * X = π * I * (1 / π * X) := fun X => by field_simp
  rw [h, intervalIntegral.integral_add (c1.intervalIntegrable _ _) (c2.intervalIntegrable _ _),
    intervalIntegral.integral_const_mul, hsin, add_zero]
  exact alg _
```

## (d) Moving the contour

*Task.* Let $\rho\ge1$ and let $f$ be complex differentiable at every point of $E_\rho$. Show that $g(z)=z^{-(n+1)}f(Jz)$ has the same integral round $|z|=\rho$ as round $|z|=1$.

*Solution.* In the closed annulus $z\ne0$, so $1/z$ and $J$ are differentiable there; $Jz\in E_\rho$ by definition, so $f\circ J$ is differentiable by the chain rule and $g$ by the product rule. Cauchy's theorem for an annulus equates the two integrals. Here `key` is the differentiability of $g$. It supplies both conditions of `circleIntegral_eq_of_differentiable_on_annulus_off_countable`, continuity on the closed annulus and differentiability in the open one, with an empty exceptional set.

```lean
/-- For `ρ ≥ 1`, if `f` is complex differentiable at every point of the ellipse, the integral of
`z^{-(n+1)} f(J z)` round `|z| = ρ` equals that round `|z| = 1`. -/
theorem contour_shift {ρ : ℝ} (hρ : 1 ≤ ρ) {f : ℂ → ℂ}
    (hf : ∀ w ∈ ellipse ρ, DifferentiableAt ℂ f w) (n : ℕ) :
    (∮ z in C(0, ρ), z⁻¹ ^ (n + 1) * f (joukowski z))
      = ∮ z in C(0, 1), z⁻¹ ^ (n + 1) * f (joukowski z) := by
  have key : ∀ z : ℂ, 1 ≤ ‖z‖ → ‖z‖ ≤ ρ →
      DifferentiableAt ℂ (fun z : ℂ => z⁻¹ ^ (n + 1) * f (joukowski z)) z := by
    intro z h1 h2
    have hz0 : z ≠ 0 := norm_pos_iff.1 (by linarith)
    have hinv : DifferentiableAt ℂ (fun z : ℂ => z⁻¹) z := (hasDerivAt_inv hz0).differentiableAt
    have hJ : DifferentiableAt ℂ joukowski z := by
      show DifferentiableAt ℂ (fun z : ℂ => (z + z⁻¹) / 2) z
      exact (differentiableAt_id.add hinv).div_const 2
    exact (hinv.pow (n + 1)).mul ((hf _ ⟨z, ⟨h1, h2⟩, rfl⟩).comp z hJ)
  refine circleIntegral_eq_of_differentiable_on_annulus_off_countable one_pos hρ
    Set.countable_empty (fun z hz => ?_) (fun z hz => ?_)
  · exact (key z (by simpa using hz.2) (by simpa using hz.1)).continuousAt.continuousWithinAt
  · have h1 : 1 < ‖z‖ := by simpa using hz.1.2
    have h2 : ‖z‖ < ρ := by simpa using hz.1.1
    exact key z h1.le h2.le
```

## (e) The estimate from the boundary

*Task.* Under the conditions of (d), suppose $|f(Jz)|\le M$ for $|z|=\rho$, with $M$ real. Show $|a_n|\le2M/\rho^n$.

*Solution.* Each $\cos t=J(e^{it})$ lies in $E_\rho$, where $f$ is continuous, so (c) applies. By (c), (d) and length times maximum,
$$\pi|a_n|=\Bigl|\oint_{|z|=\rho}g\,dz\Bigr|\le2\pi\rho\cdot\rho^{-(n+1)}M=\pi\,\frac{2M}{\rho^n}.$$
The bound on $f$ is used only on the outer curve. At $\rho=1$ the ellipse is the segment $[-1,1]$ and the result is $|a_n|\le2M$. In Lean `hc` is the continuity, `h` the inequality, `e` the last equality, and the final line cancels $\pi$.

```lean
/-- For `ρ ≥ 1`, if `f` is complex differentiable at every point of the ellipse and `|f| ≤ M` on the
Joukowski image of the circle `|z| = ρ`, then `|a_n| ≤ 2M/ρⁿ`. -/
theorem coeff_le_of_boundary {ρ M : ℝ} (hρ : 1 ≤ ρ) {f : ℂ → ℂ}
    (hf : ∀ w ∈ ellipse ρ, DifferentiableAt ℂ f w)
    (hM : ∀ z : ℂ, ‖z‖ = ρ → ‖f (joukowski z)‖ ≤ M) (n : ℕ) :
    ‖chebCoeff f n‖ ≤ 2 * M / ρ ^ n := by
  have hρ0 : 0 < ρ := by linarith
  have hc : Continuous fun t : ℝ => f (cos t) :=
    continuous_iff_continuousAt.2 fun t =>
      ContinuousAt.comp (f := fun t : ℝ => cos (t : ℂ))
        (hf _ ⟨exp (t * I), ⟨(norm_exp_ofReal_mul_I t).ge,
          (norm_exp_ofReal_mul_I t).le.trans hρ⟩, joukowski_exp_mul_I t⟩).continuousAt
        (by fun_prop)
  -- length times maximum on the outer circle
  have h : ‖∮ z in C(0, ρ), z⁻¹ ^ (n + 1) * f (joukowski z)‖
      ≤ 2 * π * ρ * (ρ⁻¹ ^ (n + 1) * M) := by
    refine circleIntegral.norm_integral_le_of_norm_le_const hρ0.le fun z hz => ?_
    have hz' : ‖z‖ = ρ := by simpa using hz
    rw [norm_mul, norm_pow, norm_inv, hz']
    exact mul_le_mul_of_nonneg_left (hM z hz') (by positivity)
  have e : 2 * π * ρ * (ρ⁻¹ ^ (n + 1) * M) = π * (2 * M / ρ ^ n) := by
    rw [inv_pow, pow_succ]
    field_simp
  rw [contour_shift hρ hf, contour_eq_coeff f hc, e, norm_mul, norm_mul, norm_I, norm_real,
    Real.norm_eq_abs, abs_of_pos Real.pi_pos, mul_one] at h
  exact le_of_mul_le_mul_left h Real.pi_pos
```

## (f) The main bound

*Task.* Let $\rho>1$, let $U\supseteq E_\rho$ be open, $f$ complex differentiable on $U$, and $|f|\le M$ on $E_\rho$. Show $|a_n|\le2M/\rho^n$ for every $n\ge0$.

*Solution.* Since $U$ is open, it is a neighbourhood of each point of $E_\rho$, so $f$ is differentiable there in the full sense. The image of $|z|=\rho$ lies in $E_\rho$, so the bound holds on it, and (e) applies. The hypothesis `DifferentiableOn ℂ f U` means differentiability within `U`; `hU` and `hEU` turn it into `DifferentiableAt`. Values of $f$ outside $U$ are unconstrained. The statement runs from analyticity to decay; the converse, and the convergence of the series to $f$, are not among the conclusions. Analyticity is assumed on a neighbourhood of the closed ellipse, boundary included.

```lean
/-- If `f` is complex differentiable on an open set containing the filled
ellipse of parameter `ρ > 1` and `|f| ≤ M` on the ellipse, then `|a_n| ≤ 2M/ρⁿ`. -/
theorem coeff_le {ρ M : ℝ} (hρ : 1 < ρ) {f : ℂ → ℂ} {U : Set ℂ} (hU : IsOpen U)
    (hEU : ellipse ρ ⊆ U) (hf : DifferentiableOn ℂ f U) (hM : ∀ w ∈ ellipse ρ, ‖f w‖ ≤ M)
    (n : ℕ) : ‖chebCoeff f n‖ ≤ 2 * M / ρ ^ n :=
  coeff_le_of_boundary hρ.le (fun _ hw => hf.differentiableAt (hU.mem_nhds (hEU hw)))
    (fun z hz => hM _ ⟨z, ⟨hρ.le.trans hz.ge, hz.le⟩, rfl⟩) n
```

## (g) The discarded coefficients

*Task.* Under the conditions of (f), show for every $N\ge0$ that $\sum_{k>N}|a_k|$ converges and is at most $2M/(\rho^N(\rho-1))$.

*Solution.* Number the discarded terms as $a_{k+N+1}$, $k\ge0$. By (f), $|a_{k+N+1}|\le 2M\rho^{-(N+1)}\rho^{-k}$, a geometric series with ratio $1/\rho<1$, and
$$\sum_{k\ge0}|a_{k+N+1}|\le\frac{2M}{\rho^{N+1}}\,\frac1{1-1/\rho}=\frac{2M}{\rho^N(\rho-1)} .$$
In Lean `hg` sums the geometric series, `hb` is the termwise bound and `hs` is convergence by comparison. The sum is one of coefficient moduli; reading it as a truncation error for $f$ would need the series to converge to $f$.

```lean
/-- Under the hypotheses of `coeff_le`, the coefficients beyond order `N` are absolutely summable, with
`∑_{k>N} |a_k| ≤ 2M / (ρ^N (ρ - 1))`. -/
theorem tail_le {ρ M : ℝ} (hρ : 1 < ρ) {f : ℂ → ℂ} {U : Set ℂ} (hU : IsOpen U)
    (hEU : ellipse ρ ⊆ U) (hf : DifferentiableOn ℂ f U) (hM : ∀ w ∈ ellipse ρ, ‖f w‖ ≤ M)
    (N : ℕ) : (Summable fun k => ‖chebCoeff f (k + (N + 1))‖) ∧
      ∑' k, ‖chebCoeff f (k + (N + 1))‖ ≤ 2 * M / (ρ ^ N * (ρ - 1)) := by
  have hρ0 : 0 < ρ := by linarith
  have hρ1 : ρ - 1 ≠ 0 := sub_ne_zero.2 hρ.ne'
  have hg : HasSum (fun k : ℕ => 2 * M / ρ ^ (N + 1) * ρ⁻¹ ^ k)
      (2 * M / ρ ^ (N + 1) * (1 - ρ⁻¹)⁻¹) :=
    (hasSum_geometric_of_lt_one (by positivity) (inv_lt_one_of_one_lt₀ hρ)).mul_left _
  have hb : ∀ k, ‖chebCoeff f (k + (N + 1))‖ ≤ 2 * M / ρ ^ (N + 1) * ρ⁻¹ ^ k := by
    intro k
    refine (coeff_le hρ hU hEU hf hM _).trans_eq ?_
    rw [inv_pow, pow_add ρ k]
    field_simp
  have hs := Summable.of_nonneg_of_le (fun _ => norm_nonneg _) hb hg.summable
  refine ⟨hs, (Summable.tsum_le_tsum hb hs hg.summable).trans_eq ?_⟩
  have e : 1 - ρ⁻¹ = (ρ - 1) / ρ := by field_simp
  rw [hg.tsum_eq, e, inv_div, pow_succ]
  field_simp
```

## A numerical instance

Take $f(w)=1/(\tfrac54-w)$, a scalar resolvent with its pole at $J(2)=\tfrac54$, and $U=\mathbb C\setminus\{\tfrac54\}$. The identity $(1-r^2)/(1-2r\cos t+r^2)=1+2\sum_{n\ge1}r^n\cos(nt)$ at $r=\tfrac12$ gives $a_n=\tfrac83\,2^{-n}$. Choose $\rho=\tfrac32$. On $E_\rho$, $|w|\le\tfrac12(\tfrac32+\tfrac23)=\tfrac{13}{12}$, so $|\tfrac54-w|\ge\tfrac16$ and $M=6$. At $n=4$ the coefficient is $\tfrac16\approx0.17$ against the bound $12\cdot\tfrac{16}{81}\approx2.37$. At $N=4$ the tail is $\tfrac83\cdot\tfrac1{16}=\tfrac16$ against $\tfrac{384}{81}\approx4.74$. These numbers, and the counterexample in the next section, are not checked in Lean.

## An easy mistake

Because (e) uses $M$ only on the outer curve, it is tempting to define the ellipse as the image of $|z|=\rho$ alone and to ask for differentiability only near that curve and near $[-1,1]$. The statement then fails. For the same $f$ and $\rho=3$, the curve crosses the positive real axis at $J(3)=\tfrac53$ and misses the pole, so $f$ is bounded on it by some $M$; yet $a_n=\tfrac83\,2^{-n}$ exceeds $2M\,3^{-n}$ for large $n$. The step that breaks is (d), since $g$ has a pole at $z=2$ inside the annulus.

## (h) Chebyshev polynomials under $J$

*Task.* Show $T_n(Jz)=(z^n+z^{-n})/2$ for $z\ne0$.

*Solution.* Write $z=e^{i\theta}$ with $\theta=-i\log z$, in general complex. By (b) and $T_n(\cos\theta)=\cos(n\theta)$, a polynomial identity valid for complex $\theta$,
$$T_n(Jz)=\cos(n\theta)=\tfrac12\bigl(e^{in\theta}+e^{-in\theta}\bigr)=\tfrac12\bigl(z^n+z^{-n}\bigr).$$
Lean obtains $\theta$ as `log z * -I`, where `exp_log` needs `hz`, and then uses `Polynomial.Chebyshev.T_complex_cos` and `two_cos`.

```lean
/-- The Chebyshev polynomial satisfies `T_n(J z) = (zⁿ + z⁻ⁿ)/2` for `z ≠ 0`. -/
theorem T_joukowski {z : ℂ} (hz : z ≠ 0) (n : ℕ) :
    (Polynomial.Chebyshev.T ℂ n).eval (joukowski z) = (z ^ n + z⁻¹ ^ n) / 2 := by
  obtain ⟨θ, rfl⟩ : ∃ θ : ℂ, z = exp (θ * I) :=
    ⟨log z * -I, by
      rw [show log z * -I * I = log z by linear_combination (-log z) * I_sq, exp_log hz]⟩
  have h := two_cos (n * θ)
  rw [joukowski_exp_mul_I, Polynomial.Chebyshev.T_complex_cos, ← exp_neg, ← exp_nat_mul,
    ← exp_nat_mul, show (n : ℂ) * (θ * I) = n * θ * I by ring,
    show (n : ℂ) * -(θ * I) = -(n * θ) * I by ring, Int.cast_natCast]
  linear_combination (1 / 2) * h
```

## (i) Sharpness

*Task.* For $\rho>1$, $n\ge1$ and $f=T_n$, show that $a_n=1$, that $|T_n|\le M=(\rho^n+1)/2$ on $E_\rho$, and that $2M/\rho^n=1+\rho^{-n}$.

*Solution.* The function $F(t)=t/2+\sin(nt)\cos(nt)/(2n)$ has derivative $\tfrac12+\tfrac12(\cos^2 nt-\sin^2 nt)=\cos^2 nt$. Hence $\int_0^{2\pi}\cos^2(nt)\,dt=F(2\pi)-F(0)=\pi$, and $a_n=1$ because $T_n(\cos t)=\cos(nt)$. For $w=Jz$ with $1\le|z|\le\rho$, (h) gives $|T_n(w)|\le\tfrac12(|z|^n+|z|^{-n})\le\tfrac12(\rho^n+1)$. The third claim is division by $\rho^n$. In Lean `hd` is $F'=\cos^2$, `val` is the integral, and `a`, `b`, `c` are the bounds on $|z^n|$, on $|z^{-n}|$ and the triangle inequality. The case $n=0$ is excluded by `hn`, since there $a_0=2$.

For $f=T_n$ and this $M$, the bound of (f) therefore exceeds the true coefficient by the factor $1+\rho^{-n}$, which tends to $1$ as $n$ grows: a constant smaller than $2$ could not serve for all $f$ and $n$. The test function changes with $n$, and the theorem states the three facts for each $n$ separately, without taking the limit. This $M$ is admissible but not the least possible: at $n=1$ it is $(\rho+1)/2$, while the opening case used $(\rho+1/\rho)/2$.

```lean
/-- For `ρ > 1` and `f = T_n` with `n ≥ 1`, one has `a_n = 1` and `|f| ≤ M = (ρⁿ + 1)/2` on the
ellipse, and for this `M` the bound `2M/ρⁿ` equals `1 + 1/ρⁿ`. -/
theorem coeff_le_sharp {ρ : ℝ} (hρ : 1 < ρ) {n : ℕ} (hn : n ≠ 0) :
    chebCoeff (fun w => (Polynomial.Chebyshev.T ℂ n).eval w) n = 1 ∧
    (∀ w ∈ ellipse ρ, ‖(Polynomial.Chebyshev.T ℂ n).eval w‖ ≤ (ρ ^ n + 1) / 2) ∧
    2 * ((ρ ^ n + 1) / 2) / ρ ^ n = 1 + 1 / ρ ^ n := by
  have hρ0 : 0 < ρ := by linarith
  refine ⟨?_, ?_, by field_simp⟩
  · -- antiderivative of cos²(nt)
    have hi : (n : ℂ) * (n : ℂ)⁻¹ = 1 := mul_inv_cancel₀ (Nat.cast_ne_zero.2 hn)
    have hd : ∀ z : ℂ, HasDerivAt (fun z : ℂ => z / 2 + sin (n * z) * cos (n * z) / (2 * n))
        (cos (n * z) * cos (n * z)) z := by
      intro z
      have h1 : HasDerivAt (fun z : ℂ => (n : ℂ) * z) n z := by
        simpa using (hasDerivAt_id' z).const_mul (n : ℂ)
      refine (((hasDerivAt_id' z).div_const 2).fun_add
        ((h1.csin.fun_mul h1.ccos).div_const (2 * n))).congr_deriv ?_
      linear_combination ((cos (n * z) ^ 2 - sin (n * z) ^ 2) / 2) * hi
        + (-1 / 2) * sin_sq_add_cos_sq (n * z)
    have h := intervalIntegral.integral_eq_sub_of_hasDerivAt (a := 0) (b := 2 * π)
      (f := fun t : ℝ => (t : ℂ) / 2 + sin (n * t) * cos (n * t) / (2 * n))
      (f' := fun t : ℝ => cos ((n : ℂ) * t) * cos (n * t))
      (fun t _ => (hd t).comp_ofReal) (Continuous.intervalIntegrable (by fun_prop) _ _)
    have s : sin (n * ((2 * π : ℝ) : ℂ)) = 0 := by
      have s0 := sin_nat_mul_two_pi_sub 0 n
      rw [sub_zero, sin_zero, neg_zero] at s0
      push_cast
      exact s0
    have val : ∫ t in (0 : ℝ)..2 * π, cos ((n : ℂ) * t) * cos (n * t) = π := by
      rw [h]
      simp only [s, ofReal_zero, mul_zero, sin_zero]
      push_cast
      ring
    unfold chebCoeff
    simp only [Polynomial.Chebyshev.T_complex_cos, Int.cast_natCast]
    rw [val]
    exact one_div_mul_cancel (ofReal_ne_zero.2 Real.pi_ne_zero)
  · rintro w ⟨z, ⟨h1, h2⟩, rfl⟩
    have a : ‖z ^ n‖ ≤ ρ ^ n := by
      rw [norm_pow]
      exact pow_le_pow_left₀ (norm_nonneg _) h2 n
    have b : ‖z⁻¹ ^ n‖ ≤ 1 := by
      rw [norm_pow, norm_inv]
      exact pow_le_one₀ (by positivity) (inv_le_one_of_one_le₀ h1)
    have c := norm_add_le (z ^ n) (z⁻¹ ^ n)
    have d : ‖(2 : ℂ)‖ = 2 := by simp
    rw [T_joukowski (norm_pos_iff.1 (by linarith)), norm_div, d]
    linarith

end

end BernsteinEllipse
```

```lean
#print axioms BernsteinEllipse.tail_le
#print axioms BernsteinEllipse.coeff_le_sharp
```

```
'BernsteinEllipse.tail_le' depends on axioms: [propext, Classical.choice, Quot.sound]
'BernsteinEllipse.coeff_le_sharp' depends on axioms: [propext, Classical.choice, Quot.sound]
```
